# In a two-level model with a momentum zero mode, a solution of the modified Dirac equations need not give a solution of the Dirac equations

The lemma `injectivity_needed` concerns a two-level model whose momentum matrix P = diag(1, 0) has a zero mode, which the potential V, with rows (0, 1) and (1, 2), couples to the other state. It states that for every real c > 0 the vectors ψ = (1, −1/2) and φ = (1, 0) solve the modified Dirac equations at E = 0, counted from the rest energy, while ψ and the small component x = Pφ/(2c) do not solve the Dirac equations. The vectors are unnormalised, but both sets of equations are linear and homogeneous, so a common rescaling changes neither result. The attempt checks the modified equations component by component and refutes the Dirac equations through the second component of the lower one, each time unfolding the matrices and leaving the arithmetic to `norm_num`.

This version doesn't compile in Lean 4 with Mathlib:

```lean
import Mathlib

open scoped InnerProductSpace

noncomputable section

namespace ModifiedDirac

variable {M : Type*} [AddCommGroup M] [Module ℂ M]

/-- The kinetic energy operator `T = P² / 2`, in atomic units. -/
def kinetic (P : M →ₗ[ℂ] M) : M →ₗ[ℂ] M := (1 / 2 : ℂ) • (P ∘ₗ P)

/-- The potential dressed by momentum on both sides, `W = P V P`. -/
def dressedPotential (P V : M →ₗ[ℂ] M) : M →ₗ[ℂ] M := P ∘ₗ V ∘ₗ P

/-- The small component `x = P φ / (2c)` built from a pseudo-large component `φ`,
for `c ≠ 0`. -/
def smallComponent (P : M →ₗ[ℂ] M) (c : ℝ) (φ : M) : M := (1 / (2 * (c : ℂ))) • P φ

/-- The Dirac equations for a large component `ψ` and a small component `x`,
with the energy `E` counted from the rest energy. -/
def IsDiracSolution (P V : M →ₗ[ℂ] M) (c : ℝ) (E : ℂ) (ψ x : M) : Prop :=
  V ψ + (c : ℂ) • P x = E • ψ ∧
    (c : ℂ) • P ψ + (V x - (2 * (c : ℂ) ^ 2) • x) = E • x

/-- The modified Dirac equations for a large component `ψ` and a pseudo-large
component `φ`, for `c ≠ 0`. -/
def IsModifiedSolution (P V : M →ₗ[ℂ] M) (c : ℝ) (E : ℂ) (ψ φ : M) : Prop :=
  V ψ + kinetic P φ = E • ψ ∧
    kinetic P ψ + ((1 / (4 * (c : ℂ) ^ 2)) • dressedPotential P V φ - kinetic P φ)
      = (E / (2 * (c : ℂ) ^ 2)) • kinetic P φ

/-- A Hermitian two-level momentum matrix with a zero mode. -/
def singularP : (Fin 2 → ℂ) →ₗ[ℂ] (Fin 2 → ℂ) := Matrix.toLin' !![1, 0; 0, 0]

/-- A Hermitian two-level potential that couples the zero mode to the other state. -/
def couplingV : (Fin 2 → ℂ) →ₗ[ℂ] (Fin 2 → ℂ) := Matrix.toLin' !![0, 1; 1, 2]

/-- The singular momentum matrix keeps the first amplitude and removes the second. -/
theorem singularP_apply (v : Fin 2 → ℂ) : singularP v = ![v 0, 0] := by
  ext i
  fin_cases i <;> simp [singularP, Matrix.toLin'_apply, Matrix.mulVec, dotProduct,
    Fin.sum_univ_two]

/-- The action of the coupling potential on the two amplitudes. -/
theorem couplingV_apply (v : Fin 2 → ℂ) : couplingV v = ![v 1, v 0 + 2 * v 1] := by
  ext i
  fin_cases i <;> simp [couplingV, Matrix.toLin'_apply, Matrix.mulVec, dotProduct,
    Fin.sum_univ_two]

/-- With the singular momentum matrix, an explicit solution of the modified equations
at `E = 0` does not give a solution of the Dirac equations, for any `c > 0`. -/
theorem injectivity_needed {c : ℝ} (hc : 0 < c) :
    IsModifiedSolution singularP couplingV c 0 ![1, -1 / 2] ![1, 0] ∧
      ¬ IsDiracSolution singularP couplingV c 0 ![1, -1 / 2]
        (smallComponent singularP c ![1, 0]) := by
  refine ⟨⟨?_, ?_⟩, fun h => ?_⟩
  · ext i
    fin_cases i <;> norm_num [kinetic, singularP, couplingV, Matrix.toLin'_apply,
      Matrix.mulVec, dotProduct, Fin.sum_univ_succ]
  · ext i
    fin_cases i <;> norm_num [kinetic, dressedPotential, singularP, couplingV,
      Matrix.toLin'_apply, Matrix.mulVec, dotProduct, Fin.sum_univ_succ]
  · -- the zero-mode part of the lower Dirac equation reads `1 / (2c) = 0`
    have h1 := congrFun h.2 1
    norm_num [smallComponent, singularP, couplingV, Matrix.toLin'_apply,
      Matrix.mulVec, dotProduct, Fin.sum_univ_succ, hc.ne'] at h1

end ModifiedDirac
```

Lean reports:

```
Main.lean:62:2: error: unsolved goals
case refine_2.«0»
c : ℝ
hc : 0 < c
⊢ Matrix.vecHead (((↑c ^ 2)⁻¹ * (1 / 4)) • Matrix.vecHead ∘ Matrix.vecTail ∘ ![![1, 0], ![0, 0]]) = 0

case refine_2.«1»
c : ℝ
hc : 0 < c
⊢ Matrix.vecHead (Matrix.vecTail (((↑c ^ 2)⁻¹ * (1 / 4)) • Matrix.vecHead ∘ Matrix.vecTail ∘ ![![1, 0], ![0, 0]])) = 0
Main.lean:65:2: error: unsolved goals
case refine_3
c : ℝ
hc : 0 < c
h : IsDiracSolution singularP couplingV c 0 ![1, -1 / 2] (smallComponent singularP c ![1, 0])
h1 :
  (↑c)⁻¹ * (1 / 2) -
      Matrix.vecHead (Matrix.vecTail ((2 * ↑c ^ 2) • ((↑c)⁻¹ * (1 / 2)) • Matrix.vecHead ∘ ![![1, 0], ![0, 0]])) =
    0
⊢ False
```

Lean accepts the file once it reads:

```diff
@@ -58,13 +58,10 @@
   refine ⟨⟨?_, ?_⟩, fun h => ?_⟩
   · ext i
-    fin_cases i <;> norm_num [kinetic, singularP, couplingV, Matrix.toLin'_apply,
-      Matrix.mulVec, dotProduct, Fin.sum_univ_succ]
+    fin_cases i <;> norm_num [kinetic, singularP_apply, couplingV_apply]
   · ext i
-    fin_cases i <;> norm_num [kinetic, dressedPotential, singularP, couplingV,
-      Matrix.toLin'_apply, Matrix.mulVec, dotProduct, Fin.sum_univ_succ]
+    fin_cases i <;> norm_num [kinetic, dressedPotential, singularP_apply, couplingV_apply]
   · -- the zero-mode part of the lower Dirac equation reads `1 / (2c) = 0`
     have h1 := congrFun h.2 1
-    norm_num [smallComponent, singularP, couplingV, Matrix.toLin'_apply,
-      Matrix.mulVec, dotProduct, Fin.sum_univ_succ, hc.ne'] at h1
+    norm_num [smallComponent, singularP_apply, couplingV_apply, hc.ne'] at h1
 
 end ModifiedDirac
```

What went wrong. Both messages show `norm_num` stopping at a column of P that it has not evaluated. In the first, `Matrix.vecHead ∘ Matrix.vecTail ∘ ![![1, 0], ![0, 0]]` is the second column, which is zero, so both remaining goals are true but not closed. In the second, the term subtracted in `h1` contains the second entry of the first column, also zero. Had it been evaluated, `h1` would say that 1/(2c) = 0, which contradicts c > 0; as it stands, `False` is left unproved.

The unfolded definitions led to products written as scaled columns, and the simplifier did not reduce these to numbers. The repair uses `singularP_apply` and `couplingV_apply`, already proved in the file, which give the action of each matrix directly as a vector of explicit entries. No matrix columns then appear, and `norm_num` can finish both parts. The same change to the first modified equation is mere tidying, since Lean reported no error there.
